# In coupled-cluster doubles with an invertible denominator matrix, dropping the quadratic amplitude term leaves the energy unchanged through third order

When quadratic terms are added to a linearised coupled-cluster doubles program, their implementation can be checked by scaling the fluctuation potential. Multiply it by a small number $x$, keeping the orbitals and orbital energies fixed, converge the amplitudes with and without the quadratic terms, and divide the difference of the two correlation energies by $x^4$. As $x$ decreases, the quotient should approach a number that can be computed from the first-order amplitudes without any iteration. This number also contains the quadratic terms, so it must be evaluated with separately written code; otherwise an error in them would appear on both sides and go unnoticed. The check relies on two facts: the energies agree through $x^3$, and the difference of their $x^4$ coefficients has a closed form.

## Doubles amplitudes with a scaled interaction

Take a finite basis of real canonical Hartree–Fock spin orbitals. Each amplitude belongs to one double excitation, that is, to a pair of occupied and a pair of virtual orbitals. Let $t$ be the vector of these amplitudes. With the fluctuation potential scaled by $x$, the doubles equations are

$$D t=-x\bigl(v+Wt+Q(t,t)\bigr).$$

Here $v$ contains the antisymmetrised integrals that create a double excitation from the reference. The matrix $W$ collects the terms linear in the amplitudes, and the bilinear map $Q$ collects the quadratic ones. The matrix $D$ is diagonal in this setting; its entries are the two virtual orbital energies minus the two occupied ones. Many texts define the denominators with the opposite sign. Invertibility of $D$ means that no such energy difference vanishes.

The linearised amplitudes $s$ obey

$$D s=-x(v+Ws).$$

The letter $s$ does not stand for single excitations here. The correlation energies are

$$E_t=x\,v\cdot t,\qquad E_s=x\,v\cdot s.$$

For invertible $D$, the coefficients of $E_t$ and $E_s$ agree through $x^3$, and at fourth order

$$[x^4](E_t-E_s)=-v\cdot D^{-1}Q(D^{-1}v,D^{-1}v),$$

where $[x^m]$ denotes the coefficient of $x^m$. In electronic-structure terms, for a doubles-only model in a finite basis, this locates the first order of perturbation theory at which products of double excitations can affect the energy.

## Amplitudes as formal power series

In Lean, `K` is an arbitrary field and `n` is a finite type of amplitude labels. An amplitude vector has type `n → K⟦X⟧`, so each amplitude is a formal power series. The variable `X` is the coupling $x$, often written $\lambda$ in perturbation theory, and `C` turns a number into a constant series.

The definition `quad` represents the bilinear map by its coefficients:

$$Q_i(a,b)=\sum_{j,k}q_{ijk}a_jb_k.$$

No symmetry in $j$ and $k$ is required. Numerical prefactors and antisymmetry of the integrals must be included in $q_{ijk}$.

`AmplitudeEq D v W q t` states the full equation for every component, and the linearised equation is the same predicate with `0` in place of `q`. The definition `energy` includes the outer factor $x$, so energy order $m+1$ comes from amplitude order $m$.

The theorem `energy_difference` assumes that `D.det` is a unit, that `t` solves the full equation and that `s` solves the linearised one. It concludes that the energy coefficients agree for every `m ≤ 3` and gives the difference at order 4. `D` need not be diagonal, and zero constant terms are derived from the equations. Existence of solutions is not part of its conclusion.

The model has no single excitations, whose amplitudes would bring in higher powers and a quadratic energy term. It also uses the same $v$ in the equation and in the energy, which suits real orbitals; complex orbitals would require a conjugate in the energy.

The numerical check needs more than the theorem: the program solves the equations at finite $x$, whereas Lean treats formal series. For real $D$, $v$, $W$ and $Q$ with $D$ invertible, the implicit function theorem supplies an analytic solution near $x=0$ that starts at $t=0$, and the solver must converge to that branch. Convergence and rounding errors in the energies must also stay well below their difference, which shrinks as $x^4$, so $x$ should not be made too small.

## The quadratic term enters with two first-order amplitudes

Write

$$t=\sum_{m\ge0}x^m t^{(m)}.$$

The right-hand side of the amplitude equation carries a factor $x$, so its constant term is zero. Hence $Dt^{(0)}=0$, and invertibility gives $t^{(0)}=0$.

Comparing coefficients of $x^{m+1}$ gives

$$D t^{(m+1)}=-\left(\delta_{m0}v+Wt^{(m)}+\sum_{a+b=m}Q(t^{(a)},t^{(b)})\right),$$

where $\delta_{m0}$ is one for $m=0$ and zero otherwise, and $a$ and $b$ are non-negative orders.

For $m=0$, only $v$ remains:

$$D t^{(1)}=-v,\qquad t^{(1)}=-D^{-1}v.$$

For $m=1$, both quadratic contributions contain $t^{(0)}=0$. Therefore

$$D t^{(2)}=-Wt^{(1)}=WD^{-1}v,\qquad t^{(2)}=D^{-1}WD^{-1}v.$$

For $m=2$, the pairs of orders are $(0,2)$, $(1,1)$ and $(2,0)$. Only the middle pair survives, and the two minus signs in $Q(-D^{-1}v,-D^{-1}v)$ cancel by bilinearity:

$$t^{(3)}=-D^{-1}\left(WD^{-1}WD^{-1}v+Q(D^{-1}v,D^{-1}v)\right).$$

The linearised amplitudes follow by setting $Q=0$. Thus $s^{(m)}=t^{(m)}$ for $m\le2$, while

$$t^{(3)}-s^{(3)}=-D^{-1}Q(D^{-1}v,D^{-1}v).$$

Both energies have zero constant term because of their factor $x$. At higher orders,

$$[x^{m+1}]E_t=v\cdot t^{(m)},\qquad [x^{m+1}]E_s=v\cdot s^{(m)}.$$

The energies therefore agree through $x^3$, and contracting the third-order amplitude difference with $v$ gives the stated fourth-order difference.

If $D$ is diagonal with nonzero entries $d_i$, the contraction becomes

$$[x^4](E_t-E_s)=-\sum_{i,j,k}\frac{q_{ijk}v_iv_jv_k}{d_id_jd_k}.$$

## One amplitude and two amplitudes

With a single amplitude, the full equation is $dt=-x(v+wt+qt^2)$, where all coefficients are numbers and $d\ne0$. The fourth-order energy difference reduces to $-qv^3/d^3$. The hydrogen molecule in a minimal basis is of this kind: its two electrons allow one double excitation, with $q=-v$, and the difference is $v^4/d^3$.

A two-amplitude example shows that the difference can be nonzero over every field. It is purely algebraic: its $W$ is not symmetric, whereas the $W$ of an electronic Hamiltonian in real orbitals is. Let $D$ be the identity and $v=(1,1)$, and let the first amplitude drive the second both linearly and quadratically. With components numbered from 0, as in Lean,

$$t_0=-x,\qquad t_1=-x(1+t_0+t_0^2)=-x+x^2-x^3.$$

The linearised solution is $s_0=-x$, $s_1=-x+x^2$. Hence $E_t-E_s=-x^4$, and agreement through third order cannot be extended to fourth order in general.

## A vanishing denominator can leave an amplitude free

Now let $D$ have diagonal entries $1$ and $0$, and take $v=(1,0)$ and $Q=0$. Let the only nonzero entry of $W$ be $W_{01}=1$. The component equations are

$$t_0=-x(1+t_1),\qquad 0=0,$$

so $t_1$ is undetermined. Since $Q=0$, the full and linearised equations coincide, and we may choose

$$t=(-x,0),\qquad s=(-x-x^2,x).$$

The energies are $-x^2$ and $-x^2-x^3$, which differ at third order. For singular $D$, agreement through third order is thus not guaranteed for general matrices, even when both solutions have zero constant term. This example is algebraic too: its $W$ is not symmetric, so it does not come from an electronic Hamiltonian in real orbitals.

## Lean code for the recursion and the energies

```lean
import Mathlib

open PowerSeries
open scoped Matrix

namespace CoupledClusterOrders

noncomputable section

variable {K n : Type*} [Field K] [Fintype n]

/-- The quadratic coupling `Q(a, b)` of two amplitude vectors, with coefficients `q i j k`. -/
def quad {R : Type*} [CommRing R] (q : n → n → n → R) (a b : n → R) : n → R :=
  fun i => ∑ j, ∑ k, q i j k * (a j * b k)

/-- The vector of order-`m` coefficients of a family of amplitude series. -/
def coeffVec (m : ℕ) (t : n → K⟦X⟧) : n → K :=
  fun i => coeff m (t i)

/-- The amplitude equations `D t = -x (v + W t + Q(t, t))` in formal power series in the
coupling `x`. The linearised equations are the case `q = 0`. -/
def AmplitudeEq (D : Matrix n n K) (v : n → K) (W : Matrix n n K) (q : n → n → n → K)
    (t : n → K⟦X⟧) : Prop :=
  ∀ i, (D.map (fun c => C c) *ᵥ t) i =
    -(X * (C (v i) + (W.map (fun c => C c) *ᵥ t) i + quad (fun i j k => C (q i j k)) t t i))

/-- The correlation energy `x v·t` as a power series in the coupling. -/
def energy (v : n → K) (t : n → K⟦X⟧) : K⟦X⟧ :=
  X * ∑ i, C (v i) * t i

/-- A constant matrix acts on the amplitudes separately at each order. -/
theorem coeffVec_mulVec (M : Matrix n n K) (a : n → K⟦X⟧) (m : ℕ) :
    coeffVec m (M.map (fun c => C c) *ᵥ a) = M *ᵥ coeffVec m a := by
  ext i
  simp only [coeffVec, Matrix.mulVec, dotProduct, Matrix.map_apply, map_sum, coeff_C_mul]

/-- At order `m` the quadratic coupling collects all pairs of orders that add up to `m`. -/
theorem coeffVec_quad (q : n → n → n → K) (a b : n → K⟦X⟧) (m : ℕ) :
    coeffVec m (quad (fun i j k => C (q i j k)) a b) =
      ∑ p ∈ Finset.HasAntidiagonal.antidiagonal m, quad q (coeffVec p.1 a) (coeffVec p.2 b) := by
  ext i
  -- pull out the constants first, then expand the product of the two amplitudes
  simp only [coeffVec, quad, map_sum, coeff_C_mul, Finset.sum_apply]
  simp only [coeff_mul, Finset.mul_sum]
  symm
  rw [Finset.sum_comm]
  exact Finset.sum_congr rfl fun j _ => Finset.sum_comm

/-- The amplitude equations order by order: the amplitudes of order `m + 1` are driven by those
of order at most `m`, and the bare source `v` acts only at first order. -/
theorem amplitude_recursion {D W : Matrix n n K} {v : n → K} {q : n → n → n → K}
    {t : n → K⟦X⟧} (h : AmplitudeEq D v W q t) (m : ℕ) :
    D *ᵥ coeffVec (m + 1) t = -((if m = 0 then v else 0) + W *ᵥ coeffVec m t +
      ∑ p ∈ Finset.HasAntidiagonal.antidiagonal m, quad q (coeffVec p.1 t) (coeffVec p.2 t)) := by
  rw [← coeffVec_mulVec D, ← coeffVec_mulVec W, ← coeffVec_quad]
  ext i
  change coeff (m + 1) ((D.map (fun c => C c) *ᵥ t) i) = _
  rw [h i, map_neg, coeff_succ_X_mul, map_add, map_add, coeff_C]
  split_ifs <;> rfl

/-- The energy at order `m + 1` is the source contracted with the amplitudes of order `m`. -/
theorem energy_coeff (v : n → K) (t : n → K⟦X⟧) (m : ℕ) :
    coeff (m + 1) (energy v t) = v ⬝ᵥ coeffVec m t := by
  rw [energy, coeff_succ_X_mul]
  simp only [coeffVec, dotProduct, map_sum, coeff_C_mul]

variable [DecidableEq n]

/-- For invertible `D`, the amplitudes through third order. The quadratic coupling first enters
at third order, through two first-order amplitudes. -/
theorem low_orders {D W : Matrix n n K} {v : n → K} {q : n → n → n → K} {t : n → K⟦X⟧}
    (hD : IsUnit D.det) (h : AmplitudeEq D v W q t) :
    coeffVec 0 t = 0 ∧
    coeffVec 1 t = -(D⁻¹ *ᵥ v) ∧
    coeffVec 2 t = D⁻¹ *ᵥ (W *ᵥ (D⁻¹ *ᵥ v)) ∧
    coeffVec 3 t = -(D⁻¹ *ᵥ (W *ᵥ (D⁻¹ *ᵥ (W *ᵥ (D⁻¹ *ᵥ v))) +
      quad q (D⁻¹ *ᵥ v) (D⁻¹ *ᵥ v))) := by
  have solve : ∀ a b : n → K, D *ᵥ a = b → a = D⁻¹ *ᵥ b := by
    rintro a _ rfl
    rw [Matrix.mulVec_mulVec, Matrix.nonsing_inv_mul D hD, Matrix.one_mulVec]
  have ql : ∀ b : n → K, quad q 0 b = 0 := fun b => by ext i; simp [quad]
  have qr : ∀ a : n → K, quad q a 0 = 0 := fun a => by ext i; simp [quad]
  have qn : ∀ a b : n → K, quad q (-a) (-b) = quad q a b := fun a b => by ext i; simp [quad]
  -- the right-hand side carries a factor x, so the constant term vanishes
  have h0 : coeffVec 0 t = 0 := by
    have e : D *ᵥ coeffVec 0 t = 0 := by
      rw [← coeffVec_mulVec]
      ext i
      change coeff 0 ((D.map (fun c => C c) *ᵥ t) i) = 0
      rw [h i]
      simp
    rw [solve _ _ e, Matrix.mulVec_zero]
  -- solve the recursion one order at a time
  have h1 : coeffVec 1 t = -(D⁻¹ *ᵥ v) := by
    have e := solve _ _ (amplitude_recursion h 0)
    simpa [h0, ql, Matrix.mulVec_neg] using e
  have h2 : coeffVec 2 t = D⁻¹ *ᵥ (W *ᵥ (D⁻¹ *ᵥ v)) := by
    have e := solve _ _ (amplitude_recursion h 1)
    simpa [Finset.Nat.antidiagonal_succ, h0, h1, ql, qr, Matrix.mulVec_neg] using e
  refine ⟨h0, h1, h2, ?_⟩
  have e := solve _ _ (amplitude_recursion h 2)
  simpa [-neg_add_rev, Finset.Nat.antidiagonal_succ, h0, h1, h2, ql, qr, qn,
    Matrix.mulVec_neg] using e

/-- For invertible `D`, the energies of the full and the linearised amplitude equations agree
through third order, and at fourth order they differ by `-v·D⁻¹ Q(D⁻¹v, D⁻¹v)`. -/
theorem energy_difference {D W : Matrix n n K} {v : n → K} {q : n → n → n → K}
    {t s : n → K⟦X⟧} (hD : IsUnit D.det)
    (ht : AmplitudeEq D v W q t) (hs : AmplitudeEq D v W 0 s) :
    (∀ m ≤ 3, coeff m (energy v t) = coeff m (energy v s)) ∧
    coeff 4 (energy v t) - coeff 4 (energy v s) =
      -(v ⬝ᵥ (D⁻¹ *ᵥ quad q (D⁻¹ *ᵥ v) (D⁻¹ *ᵥ v))) := by
  obtain ⟨t0, t1, t2, t3⟩ := low_orders hD ht
  obtain ⟨s0, s1, s2, s3⟩ := low_orders hD hs
  refine ⟨fun m hm => ?_, ?_⟩
  · rcases m with _ | m
    · simp [energy]
    · rw [energy_coeff, energy_coeff]
      have hm' : m = 0 ∨ m = 1 ∨ m = 2 := by omega
      rcases hm' with rfl | rfl | rfl
      · rw [t0, s0]
      · rw [t1, s1]
      · rw [t2, s2]
  · -- only the quadratic term survives in the difference of third-order amplitudes
    have z : ∀ a b : n → K, quad (0 : n → n → n → K) a b = 0 := fun a b => by
      ext i; simp [quad]
    have et := energy_coeff v t 3
    have es := energy_coeff v s 3
    norm_num only at et es
    rw [et, es, t3, s3]
    simp only [z, add_zero, Matrix.mulVec_add, dotProduct_neg, dotProduct_add]
    ring

/-- For diagonal `D` with nonzero entries `d i`, the fourth-order energy difference is a sum over
triples of amplitudes with three energy denominators. -/
theorem energy_difference_diagonal {d v : n → K} {W : Matrix n n K} {q : n → n → n → K}
    {t s : n → K⟦X⟧} (hd : ∀ i, d i ≠ 0)
    (ht : AmplitudeEq (Matrix.diagonal d) v W q t)
    (hs : AmplitudeEq (Matrix.diagonal d) v W 0 s) :
    coeff 4 (energy v t) - coeff 4 (energy v s) =
      -∑ i, ∑ j, ∑ k, q i j k * v i * v j * v k / (d i * d j * d k) := by
  have hdet : IsUnit (Matrix.diagonal d).det := by
    rw [Matrix.det_diagonal]
    exact (Finset.prod_ne_zero_iff.2 fun i _ => hd i).isUnit
  have hinv : (Matrix.diagonal d)⁻¹ = Matrix.diagonal (fun i => (d i)⁻¹) :=
    Matrix.inv_eq_right_inv (by simp [hd])
  rw [(energy_difference hdet ht hs).2, hinv]
  simp only [dotProduct, Matrix.mulVec_diagonal, quad, Finset.mul_sum]
  congr 1
  refine Finset.sum_congr rfl fun i _ => Finset.sum_congr rfl fun j _ =>
    Finset.sum_congr rfl fun k _ => ?_
  simp only [div_eq_mul_inv, mul_inv]
  ring

/-- A model with two amplitudes, the first driving the second linearly and quadratically: explicit
polynomials solve the full and the linearised equations, and the fourth-order energies differ
by `-1`. -/
theorem energy_difference_witness :
    let W : Matrix (Fin 2) (Fin 2) K := !![0, 0; 1, 0]
    let q : Fin 2 → Fin 2 → Fin 2 → K := fun i j k => if i = 1 ∧ j = 0 ∧ k = 0 then 1 else 0
    let t : Fin 2 → K⟦X⟧ := ![-X, -X + X ^ 2 - X ^ 3]
    let s : Fin 2 → K⟦X⟧ := ![-X, -X + X ^ 2]
    AmplitudeEq 1 ![1, 1] W q t ∧ AmplitudeEq 1 ![1, 1] W 0 s ∧
      coeff 4 (energy ![1, 1] t) - coeff 4 (energy ![1, 1] s) = -1 := by
  intro W q t s
  have ht : AmplitudeEq 1 ![1, 1] W q t := by
    intro i
    fin_cases i <;>
      simp [W, q, t, quad, Matrix.mulVec, dotProduct, Fin.sum_univ_two, Matrix.one_apply]
    ring
  have hs : AmplitudeEq 1 ![1, 1] W 0 s := by
    intro i
    fin_cases i <;>
      simp [W, s, quad, Matrix.mulVec, dotProduct, Fin.sum_univ_two, Matrix.one_apply]
    ring
  refine ⟨ht, hs, ?_⟩
  rw [(energy_difference (by simp) ht hs).2]
  simp [q, quad, dotProduct, Fin.sum_univ_two]

end

end CoupledClusterOrders
```

```lean
#print axioms CoupledClusterOrders.low_orders
-- 'CoupledClusterOrders.low_orders' depends on axioms: [propext, Classical.choice, Quot.sound]
#print axioms CoupledClusterOrders.energy_difference_diagonal
-- 'CoupledClusterOrders.energy_difference_diagonal' depends on axioms: [propext, Classical.choice, Quot.sound]
```

## From coefficient extraction to the energy difference

The first two lemmas justify comparing coefficients. `coeffVec_mulVec` says that a constant matrix acts separately at each order. `coeffVec_quad` turns the product of amplitude series into a sum over pairs of orders; Lean calls the set of pairs with sum `m` an antidiagonal. In its proof, `coeff_mul` expands the products, and `Finset.sum_comm` exchanges the sum over orders with the sums over amplitude labels.

`amplitude_recursion` combines these lemmas. The rewrite with `coeff_succ_X_mul` removes the factor $x$ and lowers the order by one. `coeff_C` then produces the conditional source term, which corresponds to $\delta_{m0}v$. `energy_coeff` makes the same shift of order in the energy.

The theorem `low_orders` carries out the derivation through $t^{(3)}$. Its local fact `solve` is multiplication by $D^{-1}$. The facts `ql` and `qr` remove quadratic terms with a zero argument, and `qn` cancels the two minus signs. The constant term is treated separately, since the recursion begins at first order. The recursion is then used at `m = 0`, `1` and `2`, with `simpa` listing the pairs of orders and inserting the amplitudes already found.

`energy_difference` applies `low_orders` to both solutions, with zero quadratic coefficients for `s`. Order zero follows from the definition of the energy. For the next three orders, `omega` lists the possible amplitude orders, and the matching formulas close each case. At fourth order, the local fact `z` removes the quadratic term from the linearised amplitudes, and `ring` cancels the common contribution from $W$.

For `energy_difference_diagonal`, the determinant is a product of nonzero entries, so the general theorem applies. The proof identifies the inverse matrix with the diagonal matrix of reciprocals and then compares the sums term by term.

Finally, `energy_difference_witness` checks the two-amplitude polynomials component by component in both equations. It obtains the value $-1$ by evaluating the general formula, which agrees with the direct subtraction of the energies above.
